# Strong subadditivity of Shannon entropy on a finite triple product, with equality for Gibbs weights of A(x,y) + B(y,z)

## Can I get a chain's entropy from overlapping pairs?

I estimate the entropy of three neighbouring blocks $X,Y,Z$ of a classical lattice model by adding the entropies of the two overlapping pairs and subtracting that of the shared block: $S(XY)+S(YZ)-S(Y)$. This needs two pair histograms and no triple histogram. But $X$ and $Z$ are correlated through $Y$, sometimes strongly. Why doesn't that correlation spoil the estimate, and if the estimate is wrong, in which direction does it err?

## An upper bound, exact when the end blocks interact only through the middle

With exact pair probabilities, the estimate never falls below $S(XYZ)$. If the three blocks are the whole system, in thermal equilibrium with an energy of the form $A(x,y)+B(y,z)$, it is exact at every temperature, however strong the couplings. Inside a larger lattice, the sites outside the blocks can also couple $X$ to $Z$. Correlation between $X$ and $Z$ does no harm as long as it disappears once $y$ is fixed.

Take three Ising spins with energy $-J(xy+yz)$ at inverse temperature $b$, and put $K=bJ$. The pair probabilities are $p(x,y)=e^{Kxy}/(4\cosh K)$, and likewise for $(y,z)$, so each pair has entropy $\log(4\cosh K)-K\tanh K$. The middle spin has entropy $\log 2$. The estimate is therefore $\log(8\cosh^2K)-2K\tanh K$, which is the entropy obtained directly from the partition sum $8\cosh^2K$. If a direct coupling $-J'xz$ with $bJ'\neq0$ is added, the estimate becomes too large.

**The gap as an average.** Let $p(x,y,z)\ge 0$ be the weights, and write $a=p(x,y)$, $c=p(y,z)$ and $m=p(y)$ for the marginals. Entropy is $S=-\sum p\log p$ with $0\log0=0$. Since $a$ is the sum of $p$ over $z$,
$$S(XY)=-\sum_{x,y}a\log a=-\sum_{x,y,z}p\log a,$$
and the other marginals work the same way. Hence
$$D:=S(XY)+S(YZ)-S(XYZ)-S(Y)=\sum_{x,y,z}p\,(\log p+\log m-\log a-\log c).$$

**Comparison weights.** Put $r=ac/m$, with $r=0$ where $m=0$. Because $\sum_z c=m$, summing $r$ over $z$ gives $a$ when $m\ne0$. When $m=0$, the bounds $0\le a\le m$ force $a=0$, so the sum is again $a$. Thus $\sum r=\sum p$, and adding $r-p$ to each term leaves the total unchanged:
$$D=\sum_{x,y,z}\bigl[p(\log p+\log m-\log a-\log c)-p+r\bigr].$$

**Each bracket is non-negative.** If $p>0$, then $a,c,m>0$. With $t=ac/(pm)$ the bracket equals $p(t-1-\log t)$. Since $\log t\le t-1$, strictly for $t\ne1$, it is non-negative and vanishes exactly when $pm=ac$. If $p=0$, the bracket is $r\ge0$. It vanishes exactly when $ac=0$, because $m=0$ already implies $a=0$; this is again $pm=ac$. Summing gives $D\ge0$, with equality exactly when
$$p(x,y,z)\,p(y)=p(x,y)\,p(y,z)\quad\text{for all }x,y,z.$$

**Gibbs weights.** Let $Q$ be the partition sum. For energy $A(x,y)+B(y,z)$ the weights factorise as $p=u(x,y)\,v(y,z)$ with $u=e^{-bA}/Q$ and $v=e^{-bB}$. Writing $U(y)=\sum_xu$ and $V(y)=\sum_zv$, we get $a=uV$, $c=Uv$ and $m=UV$. Both sides of the condition are then $uvUV$.

**From equality back to an energy.** Suppose $p$ is strictly positive and normalised, equality holds, and $b\ne0$. Taking logarithms gives $\log p=\log a+\log c-\log m$. Set
$$A=-\tfrac1b\log a,\qquad B=\tfrac1b(\log m-\log c).$$
Then $e^{-b(A+B)}=p$. These factors already sum to one, so $p$ is their Gibbs vector.

Here is the same argument in Lean 4 with Mathlib.

```lean
import Mathlib

open Finset

namespace StrongSubadditivity

noncomputable section

variable {X Y Z : Type*} [Fintype X] [Fintype Y] [Fintype Z]

/-- The Shannon entropy `S(p) = -∑ p log p` of weights on a finite set, with `0 log 0 = 0`. -/
def entropy {ι : Type*} [Fintype ι] (p : ι → ℝ) : ℝ := ∑ i, Real.negMulLog (p i)

/-- The marginal weights of the pair `(x, y)`. -/
def margXY (p : X × Y × Z → ℝ) (a : X × Y) : ℝ := ∑ z, p (a.1, a.2, z)

/-- The marginal weights of the pair `(y, z)`. -/
def margYZ (p : X × Y × Z → ℝ) (q : Y × Z) : ℝ := ∑ x, p (x, q)

/-- The marginal weights of the middle variable `y`. -/
def margY (p : X × Y × Z → ℝ) (y : Y) : ℝ := ∑ x, ∑ z, p (x, y, z)

/-- The Gibbs weights `exp(-b E) / ∑ exp(-b E)` of an energy `E` on a nonempty finite set. -/
def gibbs {ι : Type*} [Fintype ι] (b : ℝ) (E : ι → ℝ) (i : ι) : ℝ :=
  Real.exp (-b * E i) / ∑ j, Real.exp (-b * E j)

/-- The energy `A(x,y) + B(y,z)`, in which `x` and `z` interact only with `y`. -/
def chainEnergy (A : X × Y → ℝ) (B : Y × Z → ℝ) (i : X × Y × Z) : ℝ :=
  A (i.1, i.2.1) + B i.2

/-- The local excess `p log(p m / (a c)) - p + a c / m` of a weight `p` over the comparison weight
`a c / m`, for positive `p`, `a`, `c` and `m`, with the logarithm written as a sum. -/
def excess (p a c m : ℝ) : ℝ :=
  p * (Real.log p + Real.log m - Real.log a - Real.log c) - p + a * c / m

/-- The entropy gap `S(XY) + S(YZ) - S(XYZ) - S(Y)` is the sum, weighted with `p`, of
`log p(x,y,z) + log p(y) - log p(x,y) - log p(y,z)`. -/
theorem entropy_gap (p : X × Y × Z → ℝ) :
    entropy (margXY p) + entropy (margYZ p) - entropy p - entropy (margY p) =
      ∑ i, p i * (Real.log (p i) + Real.log (margY p i.2.1)
        - Real.log (margXY p (i.1, i.2.1)) - Real.log (margYZ p i.2)) := by
  -- a function of some of the variables is averaged with the marginal weights
  have hXY : ∀ f : X × Y → ℝ, ∑ i, p i * f (i.1, i.2.1) = ∑ a, margXY p a * f a := by
    intro f
    simp only [Fintype.sum_prod_type, margXY, Finset.sum_mul]
  have hYZ : ∀ f : Y × Z → ℝ, ∑ i, p i * f i.2 = ∑ q, margYZ p q * f q := by
    intro f
    rw [Fintype.sum_prod_type, Finset.sum_comm]
    simp only [margYZ, Finset.sum_mul]
  have hY : ∀ f : Y → ℝ, ∑ i, p i * f i.2.1 = ∑ y, margY p y * f y := by
    intro f
    simp only [Fintype.sum_prod_type, margY, Finset.sum_mul]
    exact Finset.sum_comm
  have h1 := hXY (fun a => Real.log (margXY p a))
  have h2 := hYZ (fun q => Real.log (margYZ p q))
  have h3 := hY (fun y => Real.log (margY p y))
  simp only [entropy, Real.negMulLog, neg_mul, Finset.sum_neg_distrib, mul_add, mul_sub,
    Finset.sum_add_distrib, Finset.sum_sub_distrib]
  linarith

omit [Fintype Y] in
/-- If all the weights are non-negative, each weight is at most each of its two pair marginals. -/
theorem le_pair_marginals {p : X × Y × Z → ℝ} (hp : ∀ i, 0 ≤ p i) (x : X) (y : Y) (z : Z) :
    p (x, y, z) ≤ margXY p (x, y) ∧ p (x, y, z) ≤ margYZ p (y, z) :=
  ⟨Finset.single_le_sum (f := fun z => p (x, y, z)) (fun _ _ => hp _) (Finset.mem_univ z),
    Finset.single_le_sum (f := fun x => p (x, y, z)) (fun _ _ => hp _) (Finset.mem_univ x)⟩

omit [Fintype Y] in
/-- For non-negative weights the marginal of `(x, y)` is at most the marginal of `y`. -/
theorem margXY_le_margY {p : X × Y × Z → ℝ} (hp : ∀ i, 0 ≤ p i) (x : X) (y : Y) :
    margXY p (x, y) ≤ margY p y :=
  Finset.single_le_sum (f := fun x => ∑ z, p (x, y, z))
    (fun _ _ => Finset.sum_nonneg fun _ _ => hp _) (Finset.mem_univ x)

/-- For non-negative `p` the comparison weights `p(x,y) p(y,z) / p(y)`, taken as zero where
`p(y) = 0`, have the same total as `p`. -/
theorem sum_comparison {p : X × Y × Z → ℝ} (hp : ∀ i, 0 ≤ p i) :
    ∑ i : X × Y × Z, margXY p (i.1, i.2.1) * margYZ p i.2 / margY p i.2.1 = ∑ i, p i := by
  have hc : ∀ y, ∑ z, margYZ p (y, z) = margY p y := by
    intro y
    simp only [margYZ, margY]
    exact Finset.sum_comm
  simp only [Fintype.sum_prod_type]
  refine Finset.sum_congr rfl fun x _ => Finset.sum_congr rfl fun y _ => ?_
  rw [← Finset.sum_div, ← Finset.mul_sum, hc]
  change _ = margXY p (x, y)
  rcases eq_or_ne (margY p y) 0 with h | h
  · have h1 := margXY_le_margY hp x y
    have h2 : 0 ≤ margXY p (x, y) := Finset.sum_nonneg fun _ _ => hp _
    have h3 : margXY p (x, y) = 0 := by linarith
    rw [h3, zero_mul, zero_div]
  · exact mul_div_cancel_right₀ _ h

/-- For `0 ≤ p ≤ a ≤ m` and `p ≤ c` the local excess is non-negative, and it vanishes exactly
when `p m = a c`. -/
theorem excess_nonneg {p a c m : ℝ} (hp : 0 ≤ p) (ha : p ≤ a) (hc : p ≤ c) (hm : a ≤ m) :
    0 ≤ excess p a c m ∧ (excess p a c m = 0 ↔ p * m = a * c) := by
  unfold excess
  rcases hp.eq_or_lt with rfl | hp
  · simp only [zero_mul, sub_zero, zero_add]
    refine ⟨div_nonneg (mul_nonneg ha hc) (ha.trans hm), fun h => ?_, fun h => ?_⟩
    · rcases div_eq_zero_iff.1 h with h | h
      · exact h.symm
      · have h0 : a = 0 := by linarith
        rw [h0, zero_mul]
    · rw [← h, zero_div]
  · have ha' : 0 < a := hp.trans_le ha
    have hc' : 0 < c := hp.trans_le hc
    have hm' : 0 < m := ha'.trans_le hm
    have hpm : p * m ≠ 0 := (mul_pos hp hm').ne'
    -- the excess is `p (t - 1 - log t)` for the ratio `t` of the two weights
    obtain ⟨t, ht⟩ : ∃ t, t = a * c / (p * m) := ⟨_, rfl⟩
    have htpos : 0 < t := by rw [ht]; positivity
    have hlog : Real.log t = Real.log a + Real.log c - Real.log p - Real.log m := by
      rw [ht, Real.log_div (mul_pos ha' hc').ne' hpm, Real.log_mul ha'.ne' hc'.ne',
        Real.log_mul hp.ne' hm'.ne']
      ring
    have hpt : p * t = a * c / m := by
      rw [ht]
      field_simp
    have e : p * (Real.log p + Real.log m - Real.log a - Real.log c) - p + a * c / m
        = p * (t - 1 - Real.log t) := by
      linear_combination p * hlog - hpt
    rw [e]
    refine ⟨mul_nonneg hp.le (by linarith [Real.log_le_sub_one_of_pos htpos]),
      fun h => ?_, fun h => ?_⟩
    · have t1 : t = 1 := by
        by_contra hne
        have hlt := Real.log_lt_sub_one_of_pos htpos hne
        have hpos : 0 < p * (t - 1 - Real.log t) := mul_pos hp (by linarith)
        exact hpos.ne' h
      exact ((div_eq_one_iff_eq hpm).1 (ht.symm.trans t1)).symm
    · have t1 : t = 1 := by rw [ht, ← h, div_self hpm]
      rw [t1, Real.log_one]
      ring

/-- Strong subadditivity: `S(XYZ) + S(Y) ≤ S(XY) + S(YZ)` for non-negative weights on a finite
triple product, with equality exactly when `p(x,y,z) p(y) = p(x,y) p(y,z)` throughout. -/
theorem strong_subadditivity {p : X × Y × Z → ℝ} (hp : ∀ i, 0 ≤ p i) :
    entropy p + entropy (margY p) ≤ entropy (margXY p) + entropy (margYZ p) ∧
    (entropy p + entropy (margY p) = entropy (margXY p) + entropy (margYZ p) ↔
      ∀ x y z, p (x, y, z) * margY p y = margXY p (x, y) * margYZ p (y, z)) := by
  -- the gap is the sum of the local excesses
  have hgap : entropy (margXY p) + entropy (margYZ p) - entropy p - entropy (margY p) =
      ∑ i : X × Y × Z,
        excess (p i) (margXY p (i.1, i.2.1)) (margYZ p i.2) (margY p i.2.1) := by
    rw [entropy_gap]
    simp only [excess]
    rw [Finset.sum_add_distrib, Finset.sum_sub_distrib, sum_comparison hp]
    ring
  have hloc := fun (x : X) (y : Y) (z : Z) => excess_nonneg (hp (x, y, z))
    (le_pair_marginals hp x y z).1 (le_pair_marginals hp x y z).2 (margXY_le_margY hp x y)
  have hnn : ∀ i ∈ (Finset.univ : Finset (X × Y × Z)),
      0 ≤ excess (p i) (margXY p (i.1, i.2.1)) (margYZ p i.2) (margY p i.2.1) :=
    fun i _ => (hloc i.1 i.2.1 i.2.2).1
  refine ⟨by linarith [Finset.sum_nonneg hnn], fun h => ?_, fun h => ?_⟩
  · intro x y z
    have h0 := (Finset.sum_eq_zero_iff_of_nonneg hnn).1 (by linarith)
    exact (hloc x y z).2.1 (h0 (x, y, z) (Finset.mem_univ _))
  · have h0 := (Finset.sum_eq_zero_iff_of_nonneg hnn).2
      (fun i _ => (hloc i.1 i.2.1 i.2.2).2.2 (h i.1 i.2.1 i.2.2))
    linarith

/-- Gibbs weights of any energy `A(x,y) + B(y,z)` give equality in strong subadditivity, at every
real `b`. -/
theorem gibbs_equality (b : ℝ) (A : X × Y → ℝ) (B : Y × Z → ℝ) :
    entropy (gibbs b (chainEnergy A B)) + entropy (margY (gibbs b (chainEnergy A B))) =
      entropy (margXY (gibbs b (chainEnergy A B))) +
        entropy (margYZ (gibbs b (chainEnergy A B))) := by
  -- weights that factorise as `u(x,y) v(y,z)` meet the equality condition
  have key : ∀ (q : X × Y × Z → ℝ) (u : X → Y → ℝ) (v : Y → Z → ℝ),
      (∀ x y z, q (x, y, z) = u x y * v y z) →
      ∀ x y z, q (x, y, z) * margY q y = margXY q (x, y) * margYZ q (y, z) := by
    intro q u v h x y z
    simp only [margY, margXY, margYZ, h, ← Finset.mul_sum, ← Finset.sum_mul]
    ring
  refine (strong_subadditivity fun i => ?_).2.2 (key _
    (fun x y => Real.exp (-b * A (x, y)) / ∑ j, Real.exp (-b * chainEnergy A B j))
    (fun y z => Real.exp (-b * B (y, z))) fun x y z => ?_)
  · exact div_nonneg (Real.exp_pos _).le (Finset.sum_nonneg fun _ _ => (Real.exp_pos _).le)
  · have h : -b * chainEnergy A B (x, y, z) = -b * A (x, y) + -b * B (y, z) := by
      simp only [chainEnergy]
      ring
    rw [gibbs, h, Real.exp_add]
    ring

/-- At any fixed `b ≠ 0`, a strictly positive probability vector gives equality in strong
subadditivity exactly when it is the Gibbs vector of some energy `A(x,y) + B(y,z)`. -/
theorem equality_iff_gibbs {p : X × Y × Z → ℝ} (hp : ∀ i, 0 < p i) (hsum : ∑ i, p i = 1)
    {b : ℝ} (hb : b ≠ 0) :
    entropy p + entropy (margY p) = entropy (margXY p) + entropy (margYZ p) ↔
      ∃ (A : X × Y → ℝ) (B : Y × Z → ℝ), p = gibbs b (chainEnergy A B) := by
  constructor
  · intro h
    have hp0 : ∀ i, 0 ≤ p i := fun i => (hp i).le
    have hM := (strong_subadditivity hp0).2.1 h
    -- the energies are read off from the logarithms of the marginals
    obtain ⟨A, B, hE⟩ : ∃ (A : X × Y → ℝ) (B : Y × Z → ℝ),
        ∀ i, Real.exp (-b * chainEnergy A B i) = p i := by
      refine ⟨fun a => -(b⁻¹ * Real.log (margXY p a)),
        fun q => b⁻¹ * (Real.log (margY p q.1) - Real.log (margYZ p q)), ?_⟩
      rintro ⟨x, y, z⟩
      have ha := (hp (x, y, z)).trans_le (le_pair_marginals hp0 x y z).1
      have hc := (hp (x, y, z)).trans_le (le_pair_marginals hp0 x y z).2
      have hm := ha.trans_le (margXY_le_margY hp0 x y)
      have hl := congrArg Real.log (hM x y z)
      rw [Real.log_mul (hp _).ne' hm.ne', Real.log_mul ha.ne' hc.ne'] at hl
      have hb' : b * b⁻¹ = 1 := mul_inv_cancel₀ hb
      refine Eq.trans (congrArg Real.exp ?_) (Real.exp_log (hp (x, y, z)))
      simp only [chainEnergy]
      linear_combination (Real.log (margXY p (x, y)) + Real.log (margYZ p (y, z))
        - Real.log (margY p y)) * hb' - hl
    refine ⟨A, B, funext fun i => ?_⟩
    simp only [gibbs, hE, hsum, div_one]
  · rintro ⟨A, B, rfl⟩
    exact gibbs_equality b A B

end

end StrongSubadditivity
```

```lean
#print axioms StrongSubadditivity.strong_subadditivity
#print axioms StrongSubadditivity.equality_iff_gibbs
```

```
'StrongSubadditivity.strong_subadditivity' depends on axioms: [propext, Classical.choice, Quot.sound]
'StrongSubadditivity.equality_iff_gibbs' depends on axioms: [propext, Classical.choice, Quot.sound]
```

### What the theorems say about the blocks

The finite types `X`, `Y` and `Z` are the configuration sets of the three blocks. A configuration `i : X × Y × Z` is nested to the right: `i.1` is $x$, `i.2.1` is $y$, and `i.2` is the pair $(y,z)$. The functions `margXY`, `margYZ` and `margY` are the marginals $a$, $c$ and $m$. Entropy uses the natural logarithm with Boltzmann's constant set to one, and `b` is the inverse temperature, which may have either sign.

`strong_subadditivity` assumes only non-negative weights and states both the inequality and its equality condition. Normalisation is not required, so raw counts of the triples $(x,y,z)$ are allowed, with the pair counts taken from the same samples. For counts with total $N>0$, the gap is $N$ times that of the normalised frequencies.

`gibbs_equality` gives equality for every `A`, `B` and real `b`. The form of `chainEnergy` is the physical assumption: no term couples $x$ directly to $z$, although either may couple to $y$ in any way.

`equality_iff_gibbs` fixes a `b` different from zero and takes a strictly positive probability vector. Equality then holds exactly when some `A` and `B` produce that vector. They are effective energies defined by the distribution, and need not be the microscopic interactions of a model.

Strict positivity in this last theorem can't be weakened to non-negativity. Put all the probability on one configuration of a product with at least two. All four entropies are zero, so equality holds, but a Gibbs vector with finite energies gives every configuration positive probability.

For simulation practice, the result justifies assembling the entropy of a finite classical three-block system from its pair marginals when the system is in thermal equilibrium and its energy has the form $A(x,y)+B(y,z)$. The inequality for general density matrices, whose marginals need not commute, is a deeper statement. The entropies here are Shannon entropies, which correspond to density matrices diagonal in a product basis. The theorems also concern exact marginals: they give no estimate of sampling error, and no bound on the gap in terms of the strength of a direct coupling.

### From the average to the equality case in Lean

`entropy_gap` is the first step of the derivation. Its local statements `hXY`, `hYZ` and `hY` say that a function of some of the variables can be averaged with the corresponding marginal; `linarith` then combines the four entropies.

`le_pair_marginals` and `margXY_le_margY` supply the bounds $p\le a$, $p\le c$ and $a\le m$, each because one non-negative term is at most the whole sum. `sum_comparison` proves $\sum r=\sum p$, with separate cases for $m=0$ and $m\ne0$.

`excess` is the bracket in $D$, and `excess_nonneg` treats it for four real numbers obeying those bounds. It splits into $p=0$ and $p>0$. In the second case it introduces the ratio `t`, rewrites the bracket as $p(t-1-\log t)$, and uses `Real.log_le_sub_one_of_pos` for the sign and the strict version `Real.log_lt_sub_one_of_pos` to force $t=1$.

In `strong_subadditivity`, `hgap` writes $D$ as the sum of these excesses. Non-negativity of the sum gives the inequality. For the equality case, `Finset.sum_eq_zero_iff_of_nonneg` says that a sum of non-negative terms is zero exactly when every term is.

In `gibbs_equality`, the statement `key` is the computation with $u$ and $v$, and `Real.exp_add` splits the Boltzmann factor. In `equality_iff_gibbs`, the forward direction supplies the $A$ and $B$ above. The hypothesis `hl` is the logarithm of the equality condition, and `linear_combination` uses it together with $b\,b^{-1}=1$ to match the exponent with $\log p$. The reverse direction is `gibbs_equality`.
